# Darwin, spin-orbit and charge-radius terms as a large-mass limit of the Dirac charge current

## Does the 1/M² charge current follow as a strict limit?

Let the Dirac form factor be F1 = 1 + b t/M², where t is the invariant square of the four-momentum transfer and the number b is held fixed as the mass M grows, so that the slope of F1 shrinks like 1/M². Let F2 = κ also be a fixed number: the anomalous magnetic moment in units of e/(2M), where e is the particle's charge. I fix the momenta p and p′, write q = p′ − p, and call J the time component of the current between the free positive-energy Dirac spinors given below, as a 2×2 matrix in spin. These spinors have u†u = 2E, so J includes a division by √(4EE′), where E and E′ are the initial and final energies. Expanding in 1/M, I find

M²(J − 1) → −(1 + 2κ + 8b) q²/8 + i(1 + 2κ) σ·(p′ × p)/4.

Textbook expansions drop higher orders along the way. Can this be stated as a true limit of 2×2 matrices and checked by machine?

## Yes: reduce the current exactly, then take scalar limits

Use units ħ = c = 1, and write p² for |p|², E = √(M² + p²) and E′ = √(M² + p′²). In the Dirac representation the two spin states are the columns of

u(p) = √(E+M) (1 ; σ·p/(E+M)),

with the upper block before the semicolon. These columns solve the Dirac equation. The upper block requires E − p²/(E+M) = M, which is the mass shell, and the lower block requires 1 − E/(E+M) = M/(E+M).

The vertex is Γ⁰ = F1 γ⁰ + κ iσ^{0ν}q_ν/(2M). Since iσ^{0ν}q_ν = −[γ⁰, q̸]/2, the energy transfer q₀ drops out, and what remains is the matrix with σ·q in both off-diagonal blocks. Multiplying by the γ⁰ in ū = u†γ⁰ flips the sign of the lower one. With g(p) = √((E+M)/(2E)), the current is exactly

J = g(p′)g(p) { F1 [1 + (σ·p′)(σ·p)/((E′+M)(E+M))] + (κ/2M) [(σ·q)(σ·p)/(E+M) − (σ·p′)(σ·q)/(E′+M)] }.

From E − M = p²/(E+M) ≤ p²/M it follows that E − M → 0, E/M → 1 and M/(E+M) → 1/2. Also g² − 1 = −p²/(2E(E+M)), so

M²(g − 1) = −M²p²/(2E(E+M)(g+1)) → −p²/8.

The invariant t = (E′ − E)² − q² tends to −q². The part of J without Pauli matrices therefore gives

M²(F1 g(p′)g(p) − 1) = b t g(p′)g(p) + M²(g(p′) − 1)g(p) + M²(g(p) − 1) → −b q² − (p′² + p²)/8.

The lower components contribute (σ·p′)(σ·p)/4, and the anomalous moment contributes κ[(σ·q)(σ·p) − (σ·p′)(σ·q)]/4. The identity (σ·a)(σ·c) = a·c + iσ·(a × c) turns these into

(σ·p′)(σ·p) = p′·p + iσ·(p′ × p),

(σ·q)(σ·p) − (σ·p′)(σ·q) = −q² + 2iσ·(p′ × p).

Because −(p′² + p²)/8 + p′·p/4 = −q²/8, the sum is the stated limit.

### How the Lean statement reads

`nonrelativistic_limit` says that for all real `κ` and `b` and all real three-vectors `p` and `p'`, the matrix `M ^ 2 • (timeCurrent κ b M p p' - 1)` converges as the real number `M` tends to infinity (`atTop`). Convergence is entry by entry in the complex 2×2 matrices. Rows label the final spin and columns the initial spin.

`pauliDot` is σ·p, `⬝ᵥ` is the dot product, `⨯₃` is the cross product, and components are numbered 0, 1, 2. The columns of `spinor` have u†u = 2E, so the division by √(4EE′) in `timeCurrent` gives the amplitude for unit-normalised spinors. `formF1` uses the full invariant t, including the energy difference.

The constants κ and b are inputs: κ stands for the anomalous magnetic moment at zero momentum transfer, and b/M² for the slope of F1 at t = 0. The mean-square charge radius is six times the slope of F1 + κt/(4M²) at t = 0, which is 6(b + κ/4)/M², so both constants enter it. The theorem concerns one free particle and the time component only. It gives no error bound at finite M, and it contains no spatial current, radiative calculation or bound state.

For κ = b = 0 the two terms, divided by M² and multiplied by the Fourier transform of the potential energy at momentum transfer q, are the Darwin and spin-orbit corrections used in electronic structure, here for a single particle in an electrostatic potential.

```lean
import Mathlib

open Matrix Filter Topology

namespace NonrelativisticFormFactor

noncomputable section

/-- The 2x2 matrix `σ·p` for a real three-vector `p`. -/
def pauliDot (p : Fin 3 → ℝ) : Matrix (Fin 2) (Fin 2) ℂ :=
  !![(p 2 : ℂ), p 0 - Complex.I * p 1; p 0 + Complex.I * p 1, -(p 2 : ℂ)]

/-- The relativistic energy of a particle of mass `M` and momentum `p`. -/
def energy (M : ℝ) (p : Fin 3 → ℝ) : ℝ := √(M ^ 2 + p ⬝ᵥ p)

/-- The matrix `γ⁰` in the Dirac representation. -/
def gamma0 : Matrix (Fin 2 ⊕ Fin 2) (Fin 2 ⊕ Fin 2) ℂ := fromBlocks 1 0 0 (-1)

/-- The contraction `γ⁰ k₀ - γ·k` of a four-vector with the gamma matrices. -/
def slash (k0 : ℝ) (k : Fin 3 → ℝ) : Matrix (Fin 2 ⊕ Fin 2) (Fin 2 ⊕ Fin 2) ℂ :=
  fromBlocks (k0 • 1) (-pauliDot k) (pauliDot k) (-(k0 • 1))

/-- The positive-energy Dirac spinors; the two columns are the two spin states. -/
def spinor (M : ℝ) (p : Fin 3 → ℝ) : Matrix (Fin 2 ⊕ Fin 2) (Fin 2) ℂ :=
  √(energy M p + M) • fromRows 1 ((energy M p + M)⁻¹ • pauliDot p)

/-- The vertex `F1 γ⁰ + F2 iσ^{0ν}q_ν/(2M)`, with `iσ^{0ν}q_ν = -[γ⁰, q̸]/2`. -/
def timeVertex (F1 F2 M q0 : ℝ) (q : Fin 3 → ℝ) :
    Matrix (Fin 2 ⊕ Fin 2) (Fin 2 ⊕ Fin 2) ℂ :=
  F1 • gamma0 - (F2 / (4 * M)) • (gamma0 * slash q0 q - slash q0 q * gamma0)

/-- The invariant momentum transfer `t = (E' - E)² - |p' - p|²`. -/
def transferSq (M : ℝ) (p p' : Fin 3 → ℝ) : ℝ :=
  (energy M p' - energy M p) ^ 2 - (p' - p) ⬝ᵥ (p' - p)

/-- The form factor `F1 = 1 + b t/M²`. -/
def formF1 (b M : ℝ) (p p' : Fin 3 → ℝ) : ℝ := 1 + b * transferSq M p p' / M ^ 2

/-- The 2x2 time component `ū(p') Γ⁰ u(p) / √(4EE')` with `F2 = κ`. -/
def timeCurrent (κ b M : ℝ) (p p' : Fin 3 → ℝ) : Matrix (Fin 2) (Fin 2) ℂ :=
  (√(4 * energy M p * energy M p'))⁻¹ • ((spinor M p')ᴴ * gamma0 *
    timeVertex (formF1 b M p p') κ M (energy M p' - energy M p) (p' - p) * spinor M p)

/-- The upper-component amplitude `√(E+M)/√(2E)` of a spinor normalised to one. -/
def upperNorm (M : ℝ) (p : Fin 3 → ℝ) : ℝ := √(energy M p + M) / √(2 * energy M p)

/-- The Pauli product identity `(σ·a)(σ·c) = a·c + iσ·(a × c)`. -/
theorem pauliDot_mul (a c : Fin 3 → ℝ) :
    pauliDot a * pauliDot c = (a ⬝ᵥ c) • 1 + Complex.I • pauliDot (a ⨯₃ c) := by
  ext i j
  fin_cases i <;> fin_cases j <;> apply Complex.ext <;>
    simp [pauliDot, Matrix.mul_apply, Fin.sum_univ_two, Fin.sum_univ_three, dotProduct,
      cross_apply] <;> ring

/-- For positive mass the energy is at least `M` and obeys `E² = M² + p²`. -/
theorem energy_shell {M : ℝ} (hM : 0 < M) (p : Fin 3 → ℝ) :
    M ≤ energy M p ∧ energy M p ^ 2 = M ^ 2 + p ⬝ᵥ p := by
  have hp : 0 ≤ p ⬝ᵥ p := Finset.sum_nonneg fun i _ => mul_self_nonneg (p i)
  exact ⟨(Real.le_sqrt' hM).2 (by linarith), Real.sq_sqrt (by positivity)⟩

/-- The spinors solve the free Dirac equation `p̸ u(p) = M u(p)`. -/
theorem dirac_equation {M : ℝ} (hM : 0 < M) (p : Fin 3 → ℝ) :
    slash (energy M p) p * spinor M p = M • spinor M p := by
  obtain ⟨hE, hsq⟩ := energy_shell hM p
  have hpos : energy M p + M ≠ 0 := by linarith
  have hs : pauliDot p * pauliDot p = (p ⬝ᵥ p) • 1 := by
    rw [pauliDot_mul, cross_self]
    ext i j
    fin_cases i <;> fin_cases j <;> simp [pauliDot]
  have hc : energy M p - (energy M p + M)⁻¹ * (p ⬝ᵥ p) = M := by
    rw [show p ⬝ᵥ p = (energy M p + M) * (energy M p - M) by linear_combination -hsq,
      inv_mul_cancel_left₀ hpos]
    ring
  have hd : 1 - energy M p * (energy M p + M)⁻¹ = M * (energy M p + M)⁻¹ := by
    linear_combination -(mul_inv_cancel₀ hpos)
  -- upper and lower components of the equation
  have h1 : (energy M p • (1 : Matrix (Fin 2) (Fin 2) ℂ)) * 1 +
      -pauliDot p * ((energy M p + M)⁻¹ • pauliDot p) = M • 1 := by
    rw [Matrix.mul_one, Matrix.neg_mul, Matrix.mul_smul, hs]
    nth_rewrite 4 [← hc]
    module
  have h2 : pauliDot p * 1 + -(energy M p • (1 : Matrix (Fin 2) (Fin 2) ℂ)) *
      ((energy M p + M)⁻¹ • pauliDot p) = M • ((energy M p + M)⁻¹ • pauliDot p) := by
    rw [Matrix.mul_one, Matrix.neg_mul, Matrix.smul_mul, Matrix.one_mul, smul_smul,
      smul_smul, ← hd]
    module
  have h3 : fromRows (M • (1 : Matrix (Fin 2) (Fin 2) ℂ))
      (M • ((energy M p + M)⁻¹ • pauliDot p)) =
      M • fromRows 1 ((energy M p + M)⁻¹ • pauliDot p) := by
    ext (i | i) j <;> simp
  rw [slash, spinor, Matrix.mul_smul, fromBlocks_mul_fromRows, h1, h2, h3]
  exact smul_comm _ _ _

/-- The exact reduction of the time component to products of Pauli matrices. -/
theorem timeCurrent_eq {M : ℝ} (hM : 0 < M) (κ b : ℝ) (p p' : Fin 3 → ℝ) :
    timeCurrent κ b M p p' = (upperNorm M p' * upperNorm M p) •
      (formF1 b M p p' • (1 + ((energy M p' + M)⁻¹ * (energy M p + M)⁻¹) •
          (pauliDot p' * pauliDot p)) +
        (κ / (2 * M)) • ((energy M p + M)⁻¹ • (pauliDot (p' - p) * pauliDot p) -
          (energy M p' + M)⁻¹ • (pauliDot p' * pauliDot (p' - p)))) := by
  have hE' := (energy_shell hM p').1
  have hherm : (pauliDot p')ᴴ = pauliDot p' := by
    ext i j
    fin_cases i <;> fin_cases j <;> apply Complex.ext <;> simp [pauliDot]
  -- the commutator leaves only the off-diagonal blocks
  have hv (F q0 : ℝ) (q : Fin 3 → ℝ) : gamma0 * timeVertex F κ M q0 q =
      fromBlocks (F • 1) ((κ / (2 * M)) • pauliDot q)
        (-((κ / (2 * M)) • pauliDot q)) (F • 1) := by
    have hc : gamma0 * slash q0 q - slash q0 q * gamma0 =
        fromBlocks 0 ((-2 : ℝ) • pauliDot q) ((-2 : ℝ) • pauliDot q) 0 := by
      ext (i | i) (j | j) <;> simp [gamma0, slash, fromBlocks_multiply] <;> ring
    rw [timeVertex, hc]
    ext (i | i) (j | j) <;>
      simp [gamma0, Matrix.mul_sub, fromBlocks_multiply, fromBlocks_smul] <;> ring
  have hroot : √(4 * energy M p * energy M p') =
      √(2 * energy M p') * √(2 * energy M p) := by
    rw [← Real.sqrt_mul (by linarith)]
    congr 1
    ring
  rw [timeCurrent, Matrix.mul_assoc (spinor M p')ᴴ gamma0, hv, hroot]
  simp only [spinor, upperNorm, conjTranspose_smul, star_trivial,
    conjTranspose_fromRows_eq_fromCols_conjTranspose, conjTranspose_one, hherm,
    Matrix.mul_assoc, fromBlocks_mul_fromRows, fromCols_mul_fromRows, Matrix.mul_smul,
    Matrix.smul_mul, Matrix.one_mul, Matrix.mul_one, Matrix.mul_add,
    Matrix.mul_neg]
  module

/-- At large mass `E - M → 0`, `E/M → 1` and `M/(E+M) → 1/2`. -/
theorem tendsto_energy (p : Fin 3 → ℝ) :
    Tendsto (fun M => energy M p - M) atTop (𝓝 0) ∧
    Tendsto (fun M => energy M p / M) atTop (𝓝 1) ∧
    Tendsto (fun M => M * (energy M p + M)⁻¹) atTop (𝓝 (1 / 2)) := by
  have h0 : Tendsto (fun M : ℝ => p ⬝ᵥ p / M) atTop (𝓝 0) :=
    tendsto_const_nhds.div_atTop tendsto_id
  have h1 : Tendsto (fun M => energy M p - M) atTop (𝓝 0) := by
    refine squeeze_zero' ?_ ?_ h0
    · filter_upwards [eventually_gt_atTop 0] with M hM
      linarith [(energy_shell hM p).1]
    · filter_upwards [eventually_gt_atTop 0] with M hM
      obtain ⟨hE, hsq⟩ := energy_shell hM p
      rw [le_div_iff₀ hM]
      nlinarith [mul_nonneg (sub_nonneg.2 hE) (hM.le.trans hE)]
  have h2 : Tendsto (fun M => energy M p / M) atTop (𝓝 1) := by
    have h : Tendsto (fun M => 1 + (energy M p - M) * M⁻¹) atTop (𝓝 (1 + 0 * 0)) :=
      tendsto_const_nhds.add (h1.mul tendsto_inv_atTop_zero)
    rw [show (1 + 0 * 0 : ℝ) = 1 by norm_num] at h
    refine h.congr' ?_
    filter_upwards [eventually_gt_atTop 0] with M hM
    field_simp
    ring
  refine ⟨h1, h2, ?_⟩
  have h : Tendsto (fun M => (energy M p / M + 1)⁻¹) atTop (𝓝 ((1 + 1)⁻¹)) :=
    (h2.add tendsto_const_nhds).inv₀ (by norm_num)
  rw [show ((1 + 1)⁻¹ : ℝ) = 1 / 2 by norm_num] at h
  refine h.congr' ?_
  filter_upwards [eventually_gt_atTop 0] with M hM
  have hE : 0 < energy M p := hM.trans_le (energy_shell hM p).1
  field_simp

/-- The upper-component amplitude tends to one, with correction `-p²/(8M²)`. -/
theorem tendsto_upperNorm (p : Fin 3 → ℝ) :
    Tendsto (fun M => upperNorm M p) atTop (𝓝 1) ∧
    Tendsto (fun M => M ^ 2 * (upperNorm M p - 1)) atTop (𝓝 (-(p ⬝ᵥ p) / 8)) := by
  have hr := (tendsto_energy p).2.1
  have hg : Tendsto (fun M => upperNorm M p) atTop (𝓝 1) := by
    have h : Tendsto (fun M => √((energy M p / M + 1) / (2 * (energy M p / M)))) atTop
        (𝓝 (√((1 + 1) / (2 * 1)))) :=
      ((hr.add tendsto_const_nhds).div (hr.const_mul 2) (by norm_num)).sqrt
    rw [show √((1 + 1) / (2 * 1) : ℝ) = 1 by norm_num] at h
    refine h.congr' ?_
    filter_upwards [eventually_gt_atTop 0] with M hM
    have hE : 0 < energy M p := hM.trans_le (energy_shell hM p).1
    rw [upperNorm, ← Real.sqrt_div (by positivity)]
    congr 1
    field_simp
  refine ⟨hg, ?_⟩
  have h : Tendsto (fun M => -(p ⬝ᵥ p) / (2 * (energy M p / M) * (energy M p / M + 1) *
      (upperNorm M p + 1))) atTop (𝓝 (-(p ⬝ᵥ p) / (2 * 1 * (1 + 1) * (1 + 1)))) :=
    tendsto_const_nhds.div (((hr.const_mul 2).mul (hr.add tendsto_const_nhds)).mul
      (hg.add tendsto_const_nhds)) (by norm_num)
  rw [show (2 * 1 * (1 + 1) * (1 + 1) : ℝ) = 8 by norm_num] at h
  refine h.congr' ?_
  filter_upwards [eventually_gt_atTop 0] with M hM
  obtain ⟨hle, hsq⟩ := energy_shell hM p
  have hE : 0 < energy M p := hM.trans_le hle
  have hg0 : 0 ≤ upperNorm M p := by unfold upperNorm; positivity
  have h2 : 2 * energy M p * upperNorm M p ^ 2 = energy M p + M := by
    rw [upperNorm, div_pow, Real.sq_sqrt (by positivity), Real.sq_sqrt (by positivity)]
    field_simp
  have h1 : M ^ 2 * (upperNorm M p - 1) * (2 * (energy M p / M) * (energy M p / M + 1) *
      (upperNorm M p + 1)) =
      (energy M p + M) * (2 * energy M p * upperNorm M p ^ 2 - 2 * energy M p) := by
    field_simp
    ring
  rw [div_eq_iff (by positivity), h1, h2]
  linear_combination hsq

/-- As `M → ∞` at fixed momenta, `M²(J - 1)` tends to
`-(1 + 2κ + 8b) q²/8 + i(1 + 2κ) σ·(p' × p)/4`, where `q = p' - p`. -/
theorem nonrelativistic_limit (κ b : ℝ) (p p' : Fin 3 → ℝ) :
    Tendsto (fun M : ℝ => M ^ 2 • (timeCurrent κ b M p p' - 1)) atTop
      (𝓝 ((-((1 + 2 * κ + 8 * b) * ((p' - p) ⬝ᵥ (p' - p)) / 8)) • 1 +
        ((1 + 2 * κ) / 4) • (Complex.I • pauliDot (p' ⨯₃ p)))) := by
  obtain ⟨hs, -, hl⟩ := tendsto_energy p
  obtain ⟨hs', -, hl'⟩ := tendsto_energy p'
  obtain ⟨hg, hgc⟩ := tendsto_upperNorm p
  obtain ⟨hg', hgc'⟩ := tendsto_upperNorm p'
  have ht : Tendsto (fun M => transferSq M p p') atTop
      (𝓝 ((0 - 0) ^ 2 - (p' - p) ⬝ᵥ (p' - p))) := by
    refine (((hs'.sub hs).pow 2).sub tendsto_const_nhds).congr fun M => ?_
    rw [transferSq]
    ring
  have hF : Tendsto (fun M => formF1 b M p p') atTop (𝓝 (1 + 0)) :=
    tendsto_const_nhds.add ((ht.const_mul b).div_atTop (tendsto_pow_atTop two_ne_zero))
  -- scalar part: slope of F1 and spinor normalisation
  have c1 : Tendsto (fun M => M ^ 2 * (formF1 b M p p' * (upperNorm M p' * upperNorm M p) - 1))
      atTop (𝓝 (b * ((0 - 0) ^ 2 - (p' - p) ⬝ᵥ (p' - p)) * (1 * 1) +
        -(p' ⬝ᵥ p') / 8 * 1 + -(p ⬝ᵥ p) / 8)) := by
    refine ((((ht.const_mul b).mul (hg'.mul hg)).add (hgc'.mul hg)).add hgc).congr' ?_
    filter_upwards [eventually_gt_atTop 0] with M hM
    have hb : M ^ 2 * (formF1 b M p p' - 1) = b * transferSq M p p' := by
      rw [formF1]
      field_simp
      ring
    linear_combination -(upperNorm M p' * upperNorm M p) * hb
  -- lower components, then the two anomalous-moment terms
  have c2 : Tendsto (fun M => M ^ 2 * (upperNorm M p' * upperNorm M p * formF1 b M p p' *
      ((energy M p' + M)⁻¹ * (energy M p + M)⁻¹))) atTop
      (𝓝 (1 * 1 * (1 + 0) * (1 / 2 * (1 / 2)))) := by
    refine (((hg'.mul hg).mul hF).mul (hl'.mul hl)).congr fun M => ?_
    ring
  have c3 (k : Fin 3 → ℝ) : Tendsto (fun M => M ^ 2 * (upperNorm M p' * upperNorm M p *
      (κ / (2 * M)) * (energy M k + M)⁻¹)) atTop (𝓝 (κ / 2 * (1 * 1) * (1 / 2))) := by
    refine (((hg'.mul hg).const_mul (κ / 2)).mul (tendsto_energy k).2.2).congr' ?_
    filter_upwards [eventually_gt_atTop 0] with M hM
    have hk : M ^ 2 * (κ / (2 * M)) = κ / 2 * M := by field_simp
    linear_combination -(upperNorm M p' * upperNorm M p * (energy M k + M)⁻¹) * hk
  have key := (((c1.smul_const (1 : Matrix (Fin 2) (Fin 2) ℂ)).add
    (c2.smul_const (pauliDot p' * pauliDot p))).add
    ((c3 p).smul_const (pauliDot (p' - p) * pauliDot p))).sub
    ((c3 p').smul_const (pauliDot p' * pauliDot (p' - p)))
  -- the Pauli identity assembles the Darwin and spin-orbit terms
  convert key.congr' ?_ using 2
  · simp only [pauliDot_mul]
    ext i j
    fin_cases i <;> fin_cases j <;> apply Complex.ext <;>
      simp [pauliDot, Fin.sum_univ_three, dotProduct, cross_apply] <;> ring
  · filter_upwards [eventually_gt_atTop 0] with M hM
    rw [timeCurrent_eq hM]
    module

end

end NonrelativisticFormFactor
```

```lean
#print axioms NonrelativisticFormFactor.dirac_equation
#print axioms NonrelativisticFormFactor.nonrelativistic_limit
```

```
'NonrelativisticFormFactor.dirac_equation' depends on axioms: [propext, Classical.choice, Quot.sound]
'NonrelativisticFormFactor.nonrelativistic_limit' depends on axioms: [propext, Classical.choice, Quot.sound]
```

### How the proof follows the expansion

`pauliDot_mul` proves the Pauli identity by comparing real and imaginary parts of each entry. `energy_shell` supplies E ≥ M and the mass shell. `dirac_equation` treats the upper and lower blocks separately, as above; it confirms that the columns of `spinor` solve the free Dirac equation, though not their normalisation, and the limit does not use it.

`timeCurrent_eq` is the exact two-component formula. Inside it, `hc` computes the commutator and `hv` the product γ⁰Γ⁰; block multiplication and `module` then collect the terms.

`tendsto_energy` squeezes E − M between 0 and p²/M and derives the two ratios. `tendsto_upperNorm` first shows g → 1, then uses the formula for g − 1 with the factor g + 1 in the denominator.

In the main theorem, `c1` is the limit of the part without Pauli matrices, `c2` that of the lower-component coefficient, and `c3` that of both anomalous-moment coefficients. `key` attaches the constant Pauli products to these scalar limits. The `convert` step leaves two goals: that the limiting matrix has the stated form, which follows from the Pauli identity, and that the expression agrees with `timeCurrent` for every M > 0, which follows from `timeCurrent_eq`.

### A finite mass, and a slope that does not shrink

Both examples here are worked from the exact formula for J and are not theorems in the file.

Take p = (1,0,0), p′ = (0,1,0), κ = 1 and b = 0. Then q² = 2 and p′ × p = (0,0,−1), so the limit is −0.75(1 + iσ_z). At M = 4.95 both energies are 5.05, so E + M = 10 and g(p′)g(p) = 100/101. The Pauli products give

J = (100/101) [1 − iσ_z/100 − (2/99)(1 + iσ_z)],

J − 1 = −(299/9999)(1 + iσ_z).

Multiplying by M² = 24.5025 gives about −0.7327(1 + iσ_z), within 2.5% of the limit.

Now let b = λM² with a constant λ ≠ 0, which means that the slope of F1 is λ and stays fixed as M grows. Take κ = 0, p = 0 and p′ ≠ 0. Then J = g(p′)(1 + λt), which tends to 1 − λq² and not to 1, so M²(J − 1) diverges.
